# Algebraic Langreth rules for convolutions on a three-branch contour

If the lesser part of a contour convolution is computed from real-time kernels alone, the contribution that passes through the imaginary branch is lost. For a system prepared in a correlated thermal state, that contribution carries initial correlations into the dynamics. The rules below keep it. They give the component equations behind Kadanoff–Baym calculations, here for kernels that all belong to one ring.

The ring product stands for convolution over an inner time, so factors need not commute. Square matrices on a time grid are an example, with equally many points on each branch and the step sizes absorbed into the kernels and the branch weight.

```lean
import Mathlib

open Matrix

namespace ThreeBranchLangreth

variable {α : Type*} [Ring α]
```

Number the forward, backward and imaginary branches 0, 1, 2. A contour function is the matrix

$$X=\begin{pmatrix}X_T&X_L&X_P\\X_G&X_B&X_P\\X_Q&X_Q&X_M\end{pmatrix},\qquad X_T+X_B=X_L+X_G.$$

The constraint relates the time-ordered, anti-time-ordered, lesser and greater kernels; on a grid it holds at equal times if both ordered kernels are taken there as the average of lesser and greater. The repeated entries say that a mixed kernel does not depend on which real-time branch its real-time argument lies on. `IsContour` records these three conditions; it assumes neither causality nor a thermal boundary condition.

```lean
/-- A function on the three-branch contour (forward, backward, imaginary), as a matrix of
kernels: the four real-time kernels satisfy `T + B = L + G`, and the mixed kernels do not
depend on which real-time branch is used. -/
structure IsContour (X : Matrix (Fin 3) (Fin 3) α) : Prop where
  sum : X 0 0 + X 1 1 = X 0 1 + X 1 0
  right : X 1 2 = X 0 2
  left : X 2 1 = X 2 0
```

The retarded and advanced parts are $X_R=X_T-X_L$ and $X_A=X_T-X_G$.

```lean
/-- Retarded part, time-ordered minus lesser. -/
def ret (X : Matrix (Fin 3) (Fin 3) α) : α := X 0 0 - X 0 1

/-- Advanced part, time-ordered minus greater. -/
def adv (X : Matrix (Fin 3) (Fin 3) α) : α := X 0 0 - X 1 0
```

The remaining named parts are the entries $X_L$, $X_G$, $X_P$, $X_Q$ and $X_M$, in that order.

```lean
/-- Lesser part. -/
def lesser (X : Matrix (Fin 3) (Fin 3) α) : α := X 0 1

/-- Greater part. -/
def greater (X : Matrix (Fin 3) (Fin 3) α) : α := X 1 0

/-- Mixed part with the first argument in real time and the second on the imaginary branch. -/
def rmix (X : Matrix (Fin 3) (Fin 3) α) : α := X 0 2

/-- Mixed part with the first argument on the imaginary branch and the second in real time. -/
def lmix (X : Matrix (Fin 3) (Fin 3) α) : α := X 2 0

/-- Matsubara part, both arguments on the imaginary branch. -/
def mats (X : Matrix (Fin 3) (Fin 3) α) : α := X 2 2
```

## The product and its closure

The backward branch is traversed against real time and gets weight $-1$. The imaginary branch gets a weight $w$, any ring element; $w=-i$ represents the measure $dz=-i\,d\tau$ when the ring contains $i$. On uniform grids with steps $\Delta t$ and $\Delta\tau$, and all kernels scaled by $\Delta t$, the weight is $w=-i\,\Delta\tau/\Delta t$. The product is $C=X\,\mathrm{diag}(1,-1,w)\,Y$.

```lean
/-- Contour convolution: the forward branch counts with weight `1`, the backward branch
with `-1` and the imaginary branch with `w`. -/
def conv (w : α) (X Y : Matrix (Fin 3) (Fin 3) α) : Matrix (Fin 3) (Fin 3) α :=
  X * Matrix.diagonal ![1, -1, w] * Y
```

Its entries are

$$C_{ij}=X_{i0}Y_{0j}-X_{i1}Y_{1j}+X_{i2}wY_{2j}.$$

```lean
/-- The contour convolution as a sum over the three branches of the inner argument. -/
theorem conv_apply (w : α) (X Y : Matrix (Fin 3) (Fin 3) α) (i j : Fin 3) :
    conv w X Y i j = X i 0 * Y 0 j - X i 1 * Y 1 j + X i 2 * w * Y 2 j := by
  rw [conv, Matrix.mul_apply, Fin.sum_univ_three]
  simp [Matrix.mul_diagonal, sub_eq_add_neg]
```

The constraint fixes the anti-time-ordered corner:

$$X_B=X_L+X_G-X_T=X_L-X_A=X_G-X_R.$$

```lean
/-- The anti-time-ordered kernel is fixed by the other three real-time kernels. -/
theorem IsContour.corner {X : Matrix (Fin 3) (Fin 3) α} (hX : IsContour X) :
    X 1 1 = X 0 1 + X 1 0 - X 0 0 := by
  rw [← hX.sum]
  abel
```

Hence $X_L-X_B=X_A$ and $X_G-X_B=X_R$, and likewise for $Y$. In the constraint for $C$ the imaginary terms cancel, leaving

$$C_{00}-C_{01}-C_{10}+C_{11}=X_AY_R-X_AY_R=0.$$

For the mixed entries,

$$\begin{aligned}
C_{12}&=(X_G-X_B)Y_P+X_PwY_M=X_RY_P+X_PwY_M=C_{02},\\
C_{21}&=X_Q(Y_L-Y_B)+X_MwY_Q=X_QY_A+X_MwY_Q=C_{20}.
\end{aligned}$$

So $C$ is again a contour function. Lean substitutes the corner and the repeated entries, then `noncomm_ring` expands without reordering factors.

```lean
/-- The convolution of two contour functions is a contour function. -/
theorem isContour_conv (w : α) {X Y : Matrix (Fin 3) (Fin 3) α}
    (hX : IsContour X) (hY : IsContour Y) : IsContour (conv w X Y) := by
  constructor
  all_goals
    simp only [conv_apply, hX.corner, hY.corner, hX.right, hY.right, hX.left, hY.left]
    noncomm_ring
```

## Component rules

The imaginary terms also cancel in the retarded and advanced parts:

$$\begin{aligned}
C_R&=X_T(Y_T-Y_L)-X_L(Y_G-Y_B)=X_RY_R,\\
C_A&=(X_T-X_G)Y_T-(X_L-X_B)Y_G=X_AY_A.
\end{aligned}$$

```lean
/-- The retarded and advanced parts of a convolution of two contour functions are the products of
the retarded and of the advanced parts, without a term from the imaginary branch. -/
theorem ret_adv_conv (w : α) {X Y : Matrix (Fin 3) (Fin 3) α}
    (hX : IsContour X) (hY : IsContour Y) :
    ret (conv w X Y) = ret X * ret Y ∧ adv (conv w X Y) = adv X * adv Y := by
  constructor
  all_goals
    simp only [ret, adv, conv_apply, hX.corner, hY.corner, hX.right, hY.left]
    noncomm_ring
```

In the lesser and greater parts they survive:

$$\begin{aligned}
C_L&=X_TY_L-X_L(Y_L-Y_A)+X_PwY_Q\\
&=X_RY_L+X_LY_A+X_PwY_Q,\\
C_G&=X_GY_T-(X_G-X_R)Y_G+X_PwY_Q\\
&=X_RY_G+X_GY_A+X_PwY_Q.
\end{aligned}$$

The mixed parts were found above. In the Matsubara part the real-time branches cancel:

$$C_M=X_QY_P-X_QY_P+X_MwY_M=X_MwY_M.$$

The theorem combines these five rules with closure, by the same substitution and expansion.

```lean
/-- Three-branch Langreth rules: the convolution of two contour functions is a contour function, and
its lesser, greater, mixed and Matsubara parts are expressed through the parts of the factors,
including their retarded and advanced parts. -/
theorem langreth_rules (w : α) {X Y : Matrix (Fin 3) (Fin 3) α}
    (hX : IsContour X) (hY : IsContour Y) :
    IsContour (conv w X Y) ∧
    lesser (conv w X Y) = ret X * lesser Y + lesser X * adv Y + rmix X * w * lmix Y ∧
    greater (conv w X Y) = ret X * greater Y + greater X * adv Y + rmix X * w * lmix Y ∧
    rmix (conv w X Y) = ret X * rmix Y + rmix X * w * mats Y ∧
    lmix (conv w X Y) = lmix X * adv Y + mats X * w * lmix Y ∧
    mats (conv w X Y) = mats X * w * mats Y := by
  refine ⟨isContour_conv w hX hY, ?_, ?_, ?_, ?_, ?_⟩
  -- eliminate the anti-time-ordered kernels, then expand without commuting factors
  all_goals
    simp only [ret, adv, lesser, greater, rmix, lmix, mats, conv_apply, hX.corner,
      hY.corner, hX.right, hY.right, hX.left, hY.left]
    noncomm_ring
```

For an arithmetic instance, not meant as physical Green's functions, use integer kernels and $w=1$ and take

$$X=\begin{pmatrix}4&3&1\\2&1&1\\2&2&1\end{pmatrix},\qquad
Y=\begin{pmatrix}3&1&3\\2&0&3\\1&1&2\end{pmatrix}.$$

Direct multiplication gives $C_L=4\cdot1-3\cdot0+1\cdot1=5$. With $X_R=1$ and $Y_A=1$, the rule gives $1\cdot1+3\cdot1+1\cdot1=5$. Real-time terms alone would give 4. In the limiting case $w=0$, the lesser rule reduces to the two-branch form $X_RY_L+X_LY_A$.

For a third factor $Z$, apply the lesser rule to the outer product:

$$C_RZ_L+C_LZ_A+C_PwZ_Q.$$

Inserting $C_R$, $C_L$ and $C_P$ gives

$$\begin{aligned}
&X_RY_RZ_L+X_RY_LZ_A+X_LY_AZ_A\\
&+X_RY_PwZ_Q+X_PwY_QZ_A+X_PwY_MwZ_Q.
\end{aligned}$$

Lean rewrites in the same order.

```lean
/-- The lesser part of a triple convolution of contour functions: three real-time terms and three
terms that pass through the imaginary branch. -/
theorem lesser_triple (w : α) {X Y Z : Matrix (Fin 3) (Fin 3) α}
    (hX : IsContour X) (hY : IsContour Y) (hZ : IsContour Z) :
    lesser (conv w (conv w X Y) Z) =
      ret X * ret Y * lesser Z + ret X * lesser Y * adv Z + lesser X * adv Y * adv Z
      + ret X * rmix Y * w * lmix Z + rmix X * w * lmix Y * adv Z
      + rmix X * w * mats Y * w * lmix Z := by
  obtain ⟨hXY, hL, -, hP, -, -⟩ := langreth_rules w hX hY
  -- apply the rules to the outer convolution, then to the inner one
  rw [(langreth_rules w hXY hZ).2.1, (ret_adv_conv w hX hY).1, hL, hP]
  noncomm_ring
```

## Dyson equation

Write $K\circ X$ for the contour product and suppose $X=X_0+K\circ X$, with $K$ and $X$ contour functions; $K$ could be a bare Green's function convolved with a self-energy. Taking parts is additive, so

$$\begin{aligned}
X_L&=X_{0,L}+K_RX_L+K_LX_A+K_PwX_Q,\\
X_P&=X_{0,P}+K_RX_P+K_PwX_M,\\
X_M&=X_{0,M}+K_MwX_M.
\end{aligned}$$

The Matsubara equation closes on itself. The theorem takes a contour function $X$ solving the equation as given; it does not establish that one exists. In the proof, `congrArg` takes each part of both sides.

```lean
/-- Components of a Dyson equation `X = X₀ + K ∘ X` on the three-branch contour: the
equations for the lesser, the mixed and the Matsubara part of `X`. -/
theorem dyson_components (w : α) {X X₀ K : Matrix (Fin 3) (Fin 3) α}
    (hK : IsContour K) (hX : IsContour X) (h : X = X₀ + conv w K X) :
    lesser X = lesser X₀ + (ret K * lesser X + lesser K * adv X + rmix K * w * lmix X) ∧
    rmix X = rmix X₀ + (ret K * rmix X + rmix K * w * mats X) ∧
    mats X = mats X₀ + mats K * w * mats X := by
  obtain ⟨-, hL, -, hP, -, hM⟩ := langreth_rules w hK hX
  -- each part is additive, so it can be read off on both sides of the equation
  rw [← hL, ← hP, ← hM]
  exact ⟨congrArg lesser h, congrArg rmix h, congrArg mats h⟩
```

## Six independent kernels

Given any $R,A,L,P,Q,M$, solving the definitions together with the constraint yields

$$T=R+L,\qquad G=R+L-A,\qquad B=L-A.$$

```lean
/-- The contour matrix built from retarded, advanced, lesser, mixed and Matsubara kernels. -/
def ofComponents (R A L P Q M : α) : Matrix (Fin 3) (Fin 3) α :=
  !![R + L, L, P; R + L - A, L - A, P; Q, Q, M]
```

Then $T+B=R+2L-A=L+G$, while $T-L=R$ and $T-G=A$. The conditions in `IsContour` therefore leave the six kernels free; for physical Green's functions, causality, Hermitian symmetry and the thermal boundary condition restrict them further.

```lean
/-- Any six kernels define a contour function that has them as its retarded, advanced,
lesser, mixed and Matsubara parts. -/
theorem isContour_witness (R A L P Q M : α) :
    IsContour (ofComponents R A L P Q M) ∧
    ret (ofComponents R A L P Q M) = R ∧ adv (ofComponents R A L P Q M) = A ∧
    lesser (ofComponents R A L P Q M) = L ∧ rmix (ofComponents R A L P Q M) = P ∧
    lmix (ofComponents R A L P Q M) = Q ∧ mats (ofComponents R A L P Q M) = M := by
  refine ⟨⟨?_, rfl, rfl⟩, ?_, ?_, rfl, rfl, rfl, rfl⟩
  · show R + L + (L - A) = L + (R + L - A)
    abel
  · show R + L - L = R
    abel
  · show R + L - (R + L - A) = A
    abel
```

Conversely, the same formulas recover every entry of a contour function from its six parts. Lean compares the nine entries one by one.

```lean
/-- A contour function is determined by its retarded, advanced, lesser, mixed and
Matsubara parts. -/
theorem eq_ofComponents {X : Matrix (Fin 3) (Fin 3) α} (hX : IsContour X) :
    X = ofComponents (ret X) (adv X) (lesser X) (rmix X) (lmix X) (mats X) := by
  have h00 : X 0 0 = ret X + lesser X := by simp only [ret, lesser]; abel
  have h10 : X 1 0 = ret X + lesser X - adv X := by simp only [ret, lesser, adv]; abel
  have h11 : X 1 1 = lesser X - adv X := by
    rw [hX.corner]; simp only [lesser, adv]; abel
  ext i j
  fin_cases i <;> fin_cases j
  exacts [h00, rfl, rfl, h10, h11, hX.right, rfl, hX.left, rfl]

end ThreeBranchLangreth
```

```lean
#print axioms ThreeBranchLangreth.langreth_rules
#print axioms ThreeBranchLangreth.lesser_triple
#print axioms ThreeBranchLangreth.dyson_components
#print axioms ThreeBranchLangreth.eq_ofComponents
```

```
'ThreeBranchLangreth.langreth_rules' depends on axioms: [propext, Classical.choice, Quot.sound]
'ThreeBranchLangreth.lesser_triple' depends on axioms: [propext, Classical.choice, Quot.sound]
'ThreeBranchLangreth.dyson_components' depends on axioms: [propext, Classical.choice, Quot.sound]
'ThreeBranchLangreth.eq_ofComponents' depends on axioms: [propext, Classical.choice, Quot.sound]
```
